# Bad Broyden residuals converge superlinearly on linear systems when the starting defect has norm below one and finite Frobenius norm

Suppose a scalar equation $ax=b$ is to be solved with a guess $h$ for $1/a$ that satisfies $|1-ah|<1$: the step $x_1=x_0-h(ax_0-b)$ multiplies the residual $ax-b$ by $1-ah$, and, unless $x_0$ was already the solution, the change in $x$ divided by the change in the residual is exactly $1/a$, so the next step solves the equation. With many unknowns each step corrects the guess along one direction only, and the Lean proof below shows that the residuals still end up shrinking faster than any fixed geometric rate, provided that the starting guess $H_0$ for the inverse of $A$ makes $I-AH_0$ an operator of norm below one with finite Frobenius norm.

```lean
import Mathlib

open Filter
open scoped InnerProductSpace

namespace BadBroyden

noncomputable section

variable {E : Type*} [NormedAddCommGroup E] [InnerProductSpace ℝ E]

/-- The residual `F(x) = A x - b` of the linear system. -/
def residual (A : E →L[ℝ] E) (b x : E) : E := A x - b

/-- The bad Broyden update `H + (s - H y) yᵀ / (yᵀ y)` of the approximate inverse for `y ≠ 0`;
for `y = 0` the old `H` is kept. -/
def badUpdate (H : E →L[ℝ] E) (s y : E) : E →L[ℝ] E :=
  H + (‖y‖ ^ 2)⁻¹ • (innerSL ℝ y).smulRight (s - H y)

/-- One step on a pair `(x, H)`: the move to `x - H F(x)`, then the update of `H` with the
changes of `x` and of the residual. -/
def step (A : E →L[ℝ] E) (b : E) (p : E × (E →L[ℝ] E)) : E × (E →L[ℝ] E) :=
  let x' := p.1 - p.2 (residual A b p.1)
  (x', badUpdate p.2 (x' - p.1) (residual A b x' - residual A b p.1))

/-- The pair `(x_k, H_k)` after `k` steps from `p₀ = (x_0, H_0)`. -/
def iter (A : E →L[ℝ] E) (b : E) (p₀ : E × (E →L[ℝ] E)) : ℕ → E × (E →L[ℝ] E)
  | 0 => p₀
  | k + 1 => step A b (iter A b p₀ k)

/-- The defect `I - A H` of an approximate inverse `H`. -/
def defect (A H : E →L[ℝ] E) : E →L[ℝ] E := ContinuousLinearMap.id ℝ E - A.comp H

/-- The defect sends `v` to `v - A H v`. -/
theorem defect_apply (A H : E →L[ℝ] E) (v : E) : defect A H v = v - A (H v) := rfl

/-- The new residual is the defect applied to the old residual. -/
theorem residual_step (A : E →L[ℝ] E) (b : E) (p : E × (E →L[ℝ] E)) :
    residual A b (step A b p).1 = defect A p.2 (residual A b p.1) := by
  simp only [step, residual, defect_apply, map_sub]
  abel

/-- If `A s = y`, the updated defect acts as `v ↦ D v - (yᵀ v / yᵀ y) D y` for `y ≠ 0`, where `D`
is the old defect; for `y = 0` it is `D`. -/
theorem defect_update (A H : E →L[ℝ] E) {s y : E} (hs : A s = y) (v : E) :
    defect A (badUpdate H s y) v
      = defect A H v - (⟪y, v⟫_ℝ / ‖y‖ ^ 2) • defect A H y := by
  have h : badUpdate H s y v = H v + (⟪y, v⟫_ℝ / ‖y‖ ^ 2) • (s - H y) := by
    change H v + (‖y‖ ^ 2)⁻¹ • (⟪y, v⟫_ℝ • (s - H y)) = _
    rw [smul_smul, div_eq_inv_mul]
  simp only [defect_apply, h, map_add, map_smul, map_sub, hs]
  abel

/-- If `A s = y`, the update does not increase the operator norm of the defect. -/
theorem norm_defect_update_le (A H : E →L[ℝ] E) {s y : E} (hs : A s = y) :
    ‖defect A (badUpdate H s y)‖ ≤ ‖defect A H‖ := by
  refine ContinuousLinearMap.opNorm_le_bound _ (norm_nonneg _) fun v => ?_
  -- the projector orthogonal to `y` is a contraction
  have hw : ‖v - (⟪y, v⟫_ℝ / ‖y‖ ^ 2) • y‖ ≤ ‖v‖ := by
    apply (sq_le_sq₀ (norm_nonneg _) (norm_nonneg _)).1
    rw [norm_sub_sq_real, inner_smul_right, norm_smul, mul_pow, Real.norm_eq_abs, sq_abs,
      real_inner_comm y v]
    have h1 : (⟪y, v⟫_ℝ / ‖y‖ ^ 2) ^ 2 * ‖y‖ ^ 2 = ⟪y, v⟫_ℝ / ‖y‖ ^ 2 * ⟪y, v⟫_ℝ := by
      rcases eq_or_ne y 0 with h | hy
      · simp [h]
      · have hn : ‖y‖ ≠ 0 := norm_ne_zero_iff.mpr hy
        field_simp
    have h2 : 0 ≤ ⟪y, v⟫_ℝ / ‖y‖ ^ 2 * ⟪y, v⟫_ℝ := by
      rw [div_mul_eq_mul_div]
      exact div_nonneg (mul_self_nonneg _) (sq_nonneg _)
    linarith
  have hD : defect A H v - (⟪y, v⟫_ℝ / ‖y‖ ^ 2) • defect A H y
      = defect A H (v - (⟪y, v⟫_ℝ / ‖y‖ ^ 2) • y) := by rw [map_sub, map_smul]
  rw [defect_update A H hs, hD]
  exact ((defect A H).le_opNorm _).trans (mul_le_mul_of_nonneg_left hw (norm_nonneg _))

/-- If `A s = y` and the defect `D` has finite squared Frobenius norm `M`, the update lowers it by
exactly `‖D y‖² / ‖y‖²` for `y ≠ 0`, and leaves it unchanged for `y = 0`. -/
theorem frobenius_defect_update {ι : Type*} (e : HilbertBasis ι ℝ E) (A H : E →L[ℝ] E)
    {s y : E} (hs : A s = y) {M : ℝ} (hM : HasSum (fun i => ‖defect A H (e i)‖ ^ 2) M) :
    HasSum (fun i => ‖defect A (badUpdate H s y) (e i)‖ ^ 2)
      (M - ‖defect A H y‖ ^ 2 / ‖y‖ ^ 2) := by
  -- expand `y` in the basis, inside the cross term and inside its own norm
  have h1 : HasSum (fun i => ⟪defect A H y, defect A H (e.repr y i • e i)⟫_ℝ)
      ⟪defect A H y, defect A H y⟫_ℝ :=
    ((innerSL ℝ (defect A H y)).comp (defect A H)).hasSum (e.hasSum_repr y)
  have h2 := e.hasSum_inner_mul_inner y y
  have hf : (fun i => ‖defect A (badUpdate H s y) (e i)‖ ^ 2) = fun i =>
      ‖defect A H (e i)‖ ^ 2
      - 2 / ‖y‖ ^ 2 * ⟪defect A H y, defect A H (e.repr y i • e i)⟫_ℝ
      + ‖defect A H y‖ ^ 2 / (‖y‖ ^ 2) ^ 2 * (⟪y, e i⟫_ℝ * ⟪e i, y⟫_ℝ) := by
    funext i
    rw [defect_update A H hs, norm_sub_sq_real, inner_smul_right, norm_smul, mul_pow,
      Real.norm_eq_abs, sq_abs, map_smul, inner_smul_right, e.repr_apply_apply,
      real_inner_comm y (e i), real_inner_comm (defect A H y) (defect A H (e i))]
    ring
  have hv : M - ‖defect A H y‖ ^ 2 / ‖y‖ ^ 2
      = M - 2 / ‖y‖ ^ 2 * ⟪defect A H y, defect A H y⟫_ℝ
        + ‖defect A H y‖ ^ 2 / (‖y‖ ^ 2) ^ 2 * ⟪y, y⟫_ℝ := by
    rw [real_inner_self_eq_norm_sq, real_inner_self_eq_norm_sq]
    rcases eq_or_ne y 0 with h | hy
    · simp [h]
    · have hn : ‖y‖ ≠ 0 := norm_ne_zero_iff.mpr hy
      have h3 : ‖defect A H y‖ ^ 2 / (‖y‖ ^ 2) ^ 2 * ‖y‖ ^ 2
          = ‖defect A H y‖ ^ 2 / ‖y‖ ^ 2 := by field_simp
      rw [h3]
      ring
  rw [hf, hv]
  exact (hM.sub (h1.mul_left _)).add (h2.mul_left _)

/-- For a defect `D` of operator norm at most `q < 1`, a residual `r` and `y = D r - r`, the new
residual obeys `(1-q) ‖D r‖ ≤ (1+q) ‖r‖ ‖D y‖ / ‖y‖` if `y ≠ 0`, and vanishes if `y = 0`
(stated in squares). -/
theorem residual_le_loss (D : E →L[ℝ] E) {q : ℝ} (hq : q < 1) (hD : ‖D‖ ≤ q) (r : E) :
    ((1 - q) * ‖D r‖) ^ 2
      ≤ ((1 + q) * ‖r‖) ^ 2 * (‖D (D r - r)‖ ^ 2 / ‖D r - r‖ ^ 2) := by
  have hb : ∀ v, ‖D v‖ ≤ q * ‖v‖ := fun v =>
    (D.le_opNorm v).trans (mul_le_mul_of_nonneg_right hD (norm_nonneg _))
  rcases eq_or_ne (D r - r) 0 with hy | hy
  · -- an unchanged residual must vanish
    have h := hb r
    rw [sub_eq_zero.mp hy] at h
    have h0 : ‖r‖ = 0 := le_antisymm (by nlinarith) (norm_nonneg _)
    rw [sub_eq_zero.mp hy, h0]
    simp
  · have hn : ‖D r - r‖ ≠ 0 := norm_ne_zero_iff.mpr hy
    have h1 : ‖D r - r‖ ≤ (1 + q) * ‖r‖ := by linarith [norm_sub_le (D r) r, hb r]
    have h2 : (1 - q) * ‖D r‖ ≤ ‖D (D r - r)‖ := by
      rw [map_sub, norm_sub_rev]
      linarith [norm_sub_norm_le (D r) (D (D r)), hb (D r)]
    calc _ ≤ ‖D (D r - r)‖ ^ 2 :=
          pow_le_pow_left₀ (mul_nonneg (by linarith) (norm_nonneg _)) h2 2
      _ = ‖D r - r‖ ^ 2 * (‖D (D r - r)‖ ^ 2 / ‖D r - r‖ ^ 2) := by field_simp
      _ ≤ _ := mul_le_mul_of_nonneg_right
          (pow_le_pow_left₀ (norm_nonneg _) h1 2) (by positivity)

/-- Bad Broyden on `A x = b`, with a starting defect `I - A H_0` of operator norm at most `q < 1`
and finite Frobenius norm: each step shrinks the residual norm by at least the factor `q`, and
for every `ε > 0` all late steps shrink it by at least the factor `ε`. -/
theorem superlinear_convergence {ι : Type*} (e : HilbertBasis ι ℝ E) (A : E →L[ℝ] E) (b : E)
    (p₀ : E × (E →L[ℝ] E)) {q : ℝ} (hq : q < 1) (hD : ‖defect A p₀.2‖ ≤ q)
    (hM : Summable fun i => ‖defect A p₀.2 (e i)‖ ^ 2) :
    (∀ k, ‖residual A b (iter A b p₀ (k + 1)).1‖ ≤ q * ‖residual A b (iter A b p₀ k).1‖) ∧
    ∀ ε > 0, ∀ᶠ k in atTop,
      ‖residual A b (iter A b p₀ (k + 1)).1‖ ≤ ε * ‖residual A b (iter A b p₀ k).1‖ := by
  have hs : ∀ k, A ((iter A b p₀ (k + 1)).1 - (iter A b p₀ k).1)
      = residual A b (iter A b p₀ (k + 1)).1 - residual A b (iter A b p₀ k).1 := fun k => by
    simp only [residual, map_sub]
    abel
  have hr : ∀ k, residual A b (iter A b p₀ (k + 1)).1
      = defect A (iter A b p₀ k).2 (residual A b (iter A b p₀ k).1) :=
    fun k => residual_step A b _
  have hn : ∀ k, ‖defect A (iter A b p₀ k).2‖ ≤ q := fun k => by
    induction k with
    | zero => exact hD
    | succ k ih => exact (norm_defect_update_le A _ (hs k)).trans ih
  have hS : ∀ k, Summable fun i => ‖defect A (iter A b p₀ k).2 (e i)‖ ^ 2 := fun k => by
    induction k with
    | zero => exact hM
    | succ k ih => exact (frobenius_defect_update e A _ (hs k) ih.hasSum).summable
  refine ⟨fun k => ?_, fun ε hε => ?_⟩
  · rw [hr]
    exact (ContinuousLinearMap.le_opNorm _ _).trans
      (mul_le_mul_of_nonneg_right (hn k) (norm_nonneg _))
  · -- the squared Frobenius norms `m k` decrease and converge, so their losses tend to zero
    obtain ⟨m, hm⟩ : ∃ m : ℕ → ℝ, ∀ k,
        HasSum (fun i => ‖defect A (iter A b p₀ k).2 (e i)‖ ^ 2) (m k) :=
      ⟨_, fun k => (hS k).hasSum⟩
    have hloss := fun k => (hm (k + 1)).unique (frobenius_defect_update e A _ (hs k) (hm k))
    have hanti : Antitone m := antitone_nat_of_succ_le fun k => by
      rw [hloss k]
      exact sub_le_self _ (by positivity)
    have hl := tendsto_atTop_ciInf hanti
      ⟨0, by rintro _ ⟨k, rfl⟩; exact (hm k).nonneg fun i => sq_nonneg _⟩
    have hlim := hl.sub (hl.comp (tendsto_add_atTop_nat 1))
    rw [sub_self] at hlim
    have hq0 : 0 ≤ q := (norm_nonneg _).trans hD
    have hq1 : 1 + q ≠ 0 := by linarith
    have hδ : 0 < ((1 - q) / (1 + q) * ε) ^ 2 :=
      pow_pos (mul_pos (div_pos (by linarith) (by linarith)) hε) 2
    filter_upwards [hlim.eventually_lt_const hδ] with k hk
    have hk' : m k - m (k + 1) < ((1 - q) / (1 + q) * ε) ^ 2 := hk
    rw [hloss k, sub_sub_cancel] at hk'
    have h := residual_le_loss _ hq (hn k) (residual A b (iter A b p₀ k).1)
    rw [← hr] at h
    have h5 := h.trans (mul_le_mul_of_nonneg_left hk'.le (sq_nonneg _))
    have h6 : (1 + q) * ‖residual A b (iter A b p₀ k).1‖ * ((1 - q) / (1 + q) * ε)
        = (1 - q) * (ε * ‖residual A b (iter A b p₀ k).1‖) := by field_simp
    rw [← mul_pow, h6] at h5
    have hp : 0 ≤ 1 - q := by linarith
    exact le_of_mul_le_mul_left
      ((sq_le_sq₀ (by positivity) (by positivity)).1 h5) (by linarith)

end

end BadBroyden
```

```lean
#print axioms BadBroyden.superlinear_convergence
```

```
'BadBroyden.superlinear_convergence' depends on axioms: [propext, Classical.choice, Quot.sound]
```

## Two bounds on successive residuals

The problem is to solve $Ax=b$ when $A$ can be probed only through the residual $F(x)=Ax-b$. Write $r_k=F(x_k)$. The bad Broyden method, also called Broyden's second method, carries an approximate inverse $H_k$ along with the iterate $x_k$:

$$x_{k+1}=x_k-H_kr_k,\qquad H_{k+1}=H_k+\frac{(s_k-H_ky_k)\,y_k^T}{\|y_k\|^2},$$

where $s_k=x_{k+1}-x_k$ and $y_k=r_{k+1}-r_k$. In Lean the pair $(x_k,H_k)$ is `iter A b p₀ k`, with `.1` for the iterate and `.2` for the approximate inverse, and `p₀` is the starting pair. The letter $H$ stands for neither a Hamiltonian nor a Hessian. If $y_k=0$, Lean's convention $0^{-1}=0$ makes `badUpdate` keep the old $H_k$.

The error of the approximate inverse is measured by the defect $D_k=I-AH_k$, which is `defect A H` in the code. The theorem `superlinear_convergence` makes two assumptions about $D_0$:

- Its operator norm is at most $q$, with $q<1$ (`hD` and `hq`).
- The sum $\sum_i\|D_0e_i\|^2$ over an orthonormal basis $e_i$ is finite (`hM`). This sum is the squared Frobenius norm, and an operator for which it is finite is called Hilbert–Schmidt.

The conclusions are

$$\|r_{k+1}\|\le q\,\|r_k\|\quad\text{for every }k,$$

and, for every $\varepsilon>0$, $\|r_{k+1}\|\le\varepsilon\|r_k\|$ for all $k$ from some index on. That index may depend on $\varepsilon$; this is the meaning of `∀ᶠ k in atTop`. If no residual vanishes, the second conclusion says that $\|r_{k+1}\|/\|r_k\|\to0$. Written without a quotient, it also allows the method to reach a solution and stay there.

The space `E` is a real Hilbert space of finite or infinite dimension, and the `HilbertBasis` supplies the $e_i$. The operators are bounded, so an equation with an unbounded differential operator is not covered directly; it has first to be discretised or recast with a bounded operator, for instance as an integral equation. Invertibility of $A$ is not assumed. In finite dimension it follows from $\|I-AH_0\|<1$; in infinite dimension $A$ may have a null space, and the theorem speaks of residuals and not of distances to a particular solution.

For matrices the second assumption holds automatically. It is known, though not proved here, that the method then reaches a zero residual after finitely many steps if there is no rounding. The limit is therefore informative mainly in infinite dimension, while the bound with $q$ says something about every step in both cases.

## Density mixing near self-consistency

In a self-consistent-field calculation, an input density $x$ produces an output density $g(x)$, and one looks for a zero of $F(x)=x-g(x)$. Close to a solution $x_*$ this residual is approximately $A(x-x_*)$ with $A=I-g'(x_*)$, which is the linear form above with $b=Ax_*$. Within this linear-response model the theorem describes density mixing by the bad Broyden update as stated above, with full steps and all updates kept. Electronic-structure codes often use variants that fit several earlier steps at once or discard old ones, and the theorem does not cover these. It also leaves open the passage to the true residual, which is nonlinear, so that $y_k=As_k$ holds only approximately.

The number $q$ has a direct meaning: it bounds the factor by which mixing with the fixed operator $H_0$ would change the residual in each cycle. For simple mixing, $H_0=\alpha I$ with a mixing parameter $\alpha$, and the defect is $I-\alpha A$. Charge sloshing, a strong response of the long-wavelength density, gives $A$ large eigenvalues and pushes the norm of this defect above one unless $\alpha$ is small. A small $\alpha$ does not always suffice: $A$ need not be symmetric, and then the norm of the defect can exceed one even though all its eigenvalues are below one in modulus.

The finite Frobenius norm says that the errors of $H_0$, squared and added over all directions, have a finite total. In infinite dimension this restricts simple mixing: if $g'(x_*)$ is Hilbert–Schmidt, then $I-\alpha A=(1-\alpha)I+\alpha g'(x_*)$ is so only for $\alpha=1$.

The method can be run without storing $A$ or $H_k$ as a matrix. Each cycle computes one new output density, which gives $r_{k+1}$ and $y_k$; the step $s_k$ is already known from the two input densities. The program keeps $y_k$ and $u_k=s_k-H_ky_k$, and applies the approximate inverse to a vector $v$ through

$$H_kv=H_0v+\sum_{j<k}u_j\,\frac{\langle y_j,v\rangle}{\|y_j\|^2},$$

leaving out terms with $y_j=0$. The next density is $x_{k+1}-H_{k+1}r_{k+1}$.

## Each update makes the defect vanish along the latest change of the residual

Inserting the step into the residual gives

$$r_{k+1}=A(x_k-H_kr_k)-b=r_k-AH_kr_k=D_kr_k.$$

This is `residual_step`. Since the residual is affine, $y_k=As_k$. Multiplying the update of $H_k$ by $A$ from the left then gives, for $y_k\ne0$,

$$D_{k+1}=D_k-\frac{(y_k-AH_ky_k)\,y_k^T}{\|y_k\|^2}=D_kP_k,\qquad P_k=I-\frac{y_ky_k^T}{\|y_k\|^2}.$$

The lemma `defect_update` states this as an action on a vector $v$, with `hs : A s = y` as the only link between $s$ and $y$. The operator $P_k$ projects onto the directions orthogonal to $y_k$, so $\|P_kv\|\le\|v\|$ and $\|D_{k+1}\|\le\|D_k\|$. In `norm_defect_update_le` the inequality for the projector is `hw`, obtained by expanding the square. Induction on $k$ gives $\|D_k\|\le q$ for all $k$, and with $r_{k+1}=D_kr_k$ the first conclusion follows.

## The squared Frobenius norm pays for slow steps

Let $M_k=\sum_i\|D_ke_i\|^2$, and drop the index $k$ on $D$ and $y$ for a moment. For $y\ne0$,

$$\|DPe_i\|^2=\|De_i\|^2-\frac{2\langle y,e_i\rangle}{\|y\|^2}\langle Dy,De_i\rangle+\frac{\langle y,e_i\rangle^2}{\|y\|^4}\|Dy\|^2.$$

Now sum over $i$. Because $\sum_i\langle y,e_i\rangle De_i=Dy$ and $\sum_i\langle y,e_i\rangle^2=\|y\|^2$, the last two terms add up to $-2\|Dy\|^2/\|y\|^2+\|Dy\|^2/\|y\|^2$. Hence

$$M_{k+1}=M_k-\frac{\|D_ky_k\|^2}{\|y_k\|^2}.$$

This is `frobenius_defect_update`, where `h1` and `h2` are the two sums and `HasSum` records both convergence and value. The $M_k$ decrease and are nonnegative, so they converge, and the losses $M_k-M_{k+1}$ tend to zero.

It remains to show that a slow step causes a large loss. From $y_k=D_kr_k-r_k$ and $\|D_k\|\le q$,

$$\|y_k\|\le(1+q)\|r_k\|,$$

$$\|D_ky_k\|=\|D_kr_{k+1}-r_{k+1}\|\ge(1-q)\|r_{k+1}\|.$$

For $y_k\ne0$ these combine to

$$(1-q)\|r_{k+1}\|\le(1+q)\|r_k\|\,\frac{\|D_ky_k\|}{\|y_k\|}.$$

If $y_k=0$, then $D_kr_k=r_k$, so $\|r_k\|\le q\|r_k\|$ and both residuals are zero. The lemma `residual_le_loss` treats the two cases and states the inequality in squares, so that the loss appears in it as it stands.

Given $\varepsilon>0$, all late losses lie below $\left(\frac{1-q}{1+q}\,\varepsilon\right)^2$. For such $k$ the inequality becomes $(1-q)\|r_{k+1}\|\le(1-q)\,\varepsilon\|r_k\|$, and division by $1-q>0$ gives the second conclusion. In the main proof `hanti` is the decrease of the $M_k$, `hlim` the vanishing of the losses, and `filter_upwards` selects the late steps to which `residual_le_loss` is applied.
